# Two-channel PT-symmetric scattering with det M = 1: r conj(r′) = 1 − |t|² and |det S| = 1

Let a transfer matrix M take the right-moving and left-moving amplitudes on the left of a scatterer to those on its right, with the same medium on both sides, and take, for real g,

M = [[1, ig], [0, 1]].

Conjugating M flips the sign of g, and so does inverting it, hence M conj(M) = 1. A wave from the left passes with amplitude t = 1 and reflection r = 0. A wave from the right also passes with amplitude 1, but is reflected with r′ = ig, so unit incoming flux yields 1 + g². Flux is not conserved for g ≠ 0, yet r conj(r′) = 0 = 1 − |t|², and S = [[r, t], [t, r′]] has determinant −1. In general, r conj(r′) = 1 − |t|² and |det S| = 1 for every M whose conjugate is its inverse, given det M = 1 and a nonzero lower right entry.

In Lean 4 with Mathlib:

```lean
import Mathlib

open Matrix ComplexConjugate

namespace PTScattering

noncomputable section
```

## The symmetry condition and the amplitudes

Time reversal conjugates the amplitudes and exchanges the directions of motion; parity exchanges the directions again, and also the two sides. If M takes v to w, PT symmetry requires that it take conj(w) to conj(v), for every v. This is M conj(M) = 1, with phases referred to the centre of symmetry. The condition det M = 1 stands for a conserved Wronskian with the same medium on both sides. Both are assumed here, not derived from a wave equation. In the structure below, `M.map (starRingEnd ℂ)` is the entrywise conjugate, without a transpose.

```lean
/-- A transfer matrix of unit determinant that is PT symmetric: its complex conjugate is its
inverse. -/
structure IsPTSymmetric (M : Matrix (Fin 2) (Fin 2) ℂ) : Prop where
  det_eq_one : M.det = 1
  mul_conj : M * M.map (starRingEnd ℂ) = 1
```

Indices in the text count from 0, as in `M 1 1`; the comments in the code count from 1, so their M22 is M₁₁ here. The transmission amplitude, the same from both sides, is t = 1/M₁₁.

```lean
/-- Transmission amplitude `t = 1 / M22`, for unit determinant and `M22 ≠ 0`. -/
def trans (M : Matrix (Fin 2) (Fin 2) ℂ) : ℂ := 1 / M 1 1
```

The reflection amplitude for a wave from the left is r = −M₁₀/M₁₁.

```lean
/-- Reflection amplitude `r = -M21 / M22` for a wave from the left, for `M22 ≠ 0`. -/
def reflL (M : Matrix (Fin 2) (Fin 2) ℂ) : ℂ := -M 1 0 / M 1 1
```

For a wave from the right it is r′ = M₀₁/M₁₁.

```lean
/-- Reflection amplitude `r' = M12 / M22` for a wave from the right, for `M22 ≠ 0`. -/
def reflR (M : Matrix (Fin 2) (Fin 2) ℂ) : ℂ := M 0 1 / M 1 1
```

Together they form S. The theorems about S assume M₁₁ ≠ 0; at M₁₁ = 0 the scatterer would emit outgoing waves with nothing coming in, as at a laser threshold.

```lean
/-- The scattering matrix `[[r, t], [t, r']]`, for unit determinant and `M22 ≠ 0`. -/
def scatteringMatrix (M : Matrix (Fin 2) (Fin 2) ℂ) : Matrix (Fin 2) (Fin 2) ℂ :=
  !![reflL M, trans M; trans M, reflR M]
```

The exchange of the two channels is P = [[0, 1], [1, 0]].

```lean
/-- Parity exchanges the left and the right channel. -/
def parity : Matrix (Fin 2) (Fin 2) ℂ := !![0, 1; 1, 0]
```

To see that S deserves its name, let (a, b) be the amplitudes on the left and (c, d) those on the right, so that a and d come in while b and c go out. The transfer equations are

M₀₀ a + M₀₁ b = c,  M₁₀ a + M₁₁ b = d.

The second gives b = (d − M₁₀ a)/M₁₁ = r a + t d. Inserting this in the first, with det M = 1, gives

c = (M₀₀M₁₁ − M₀₁M₁₀) a/M₁₁ + M₀₁ d/M₁₁ = t a + r′ d.

The steps can be reversed, and each `linear_combination` below carries out one such elimination.

```lean
/-- The transfer matrix takes the amplitudes `(a, b)` on the left to `(c, d)` on the right exactly
when the scattering matrix takes the incoming `(a, d)` to the outgoing `(b, c)`. -/
theorem transfer_iff_scattering {M : Matrix (Fin 2) (Fin 2) ℂ} (hdet : M.det = 1)
    (hM : M 1 1 ≠ 0) (a b c d : ℂ) :
    M *ᵥ ![a, b] = ![c, d] ↔ scatteringMatrix M *ᵥ ![a, d] = ![b, c] := by
  rw [Matrix.det_fin_two] at hdet
  have hm : M 1 1 * (M 1 1)⁻¹ = 1 := mul_inv_cancel₀ hM
  simp only [funext_iff, Fin.forall_fin_two, Matrix.mulVec, dotProduct, Fin.sum_univ_two,
    scatteringMatrix, Matrix.of_apply, Matrix.cons_val_zero, Matrix.cons_val_one,
    trans, reflL, reflR]
  constructor
  · rintro ⟨h1, h2⟩
    constructor
    · linear_combination (-(M 1 1)⁻¹) * h2 + b * hm
    · linear_combination (-M 0 1 * (M 1 1)⁻¹) * h2 - (M 1 1)⁻¹ * a * hdet
        + (a * M 0 0 + M 0 1 * b) * hm + h1
  · rintro ⟨h1, h2⟩
    constructor
    · linear_combination h2 - M 0 1 * h1 + (M 1 1)⁻¹ * a * hdet - a * M 0 0 * hm
    · linear_combination (-M 1 1) * h1 + (d - M 1 0 * a) * hm
```

## Imaginary entries off the diagonal

Since det M = 1, the adjugate adj(M) = [[M₁₁, −M₀₁], [−M₁₀, M₀₀]] satisfies adj(M) M = 1. Therefore

conj(M) = adj(M) M conj(M) = adj(M).

Comparing entries gives conj(M₁₁) = M₀₀, conj(M₀₁) = −M₀₁ and conj(M₁₀) = −M₁₀. In the proof, `key` is the matrix identity, and the three entries are read off from it.

```lean
/-- PT symmetry makes the diagonal entries of the transfer matrix conjugate to each other and
turns each off-diagonal entry into minus its own conjugate. -/
theorem conj_entries {M : Matrix (Fin 2) (Fin 2) ℂ} (h : IsPTSymmetric M) :
    conj (M 1 1) = M 0 0 ∧ conj (M 0 1) = -M 0 1 ∧ conj (M 1 0) = -M 1 0 := by
  -- the conjugate is the inverse, which is the adjugate at unit determinant
  have key : M.map (starRingEnd ℂ) = M.adjugate := by
    calc M.map (starRingEnd ℂ) = (M.adjugate * M) * M.map (starRingEnd ℂ) := by
          rw [Matrix.adjugate_mul, h.det_eq_one, one_smul, one_mul]
      _ = M.adjugate := by rw [mul_assoc, h.mul_conj, mul_one]
  rw [Matrix.adjugate_fin_two] at key
  exact ⟨by simpa using congrFun (congrFun key 1) 1, by simpa using congrFun (congrFun key 0) 1,
    by simpa using congrFun (congrFun key 1) 0⟩
```

A number equal to minus its conjugate is imaginary. So M₀₁ = ib and M₁₀ = ic, where b and c now denote real numbers and no longer amplitudes. The determinant becomes |M₁₁|² + bc = 1, that is,

|M₁₁|² = 1 − bc.

`Complex.normSq` is the squared modulus.

```lean
/-- A PT-symmetric transfer matrix has `M12 = i b` and `M21 = i c` with real `b`, `c`, and
`|M22|² = 1 - b c`. -/
theorem real_parameters {M : Matrix (Fin 2) (Fin 2) ℂ} (h : IsPTSymmetric M) :
    ∃ b c : ℝ, M 0 1 = b * Complex.I ∧ M 1 0 = c * Complex.I ∧
      Complex.normSq (M 1 1) = 1 - b * c := by
  obtain ⟨h11, h01, h10⟩ := conj_entries h
  have imag : ∀ z : ℂ, conj z = -z → z = (z.im : ℂ) * Complex.I := by
    intro z hz
    have hre := congrArg Complex.re hz
    simp only [Complex.conj_re, Complex.neg_re] at hre
    have h0 : z.re = 0 := by linarith
    exact Complex.ext (by simp [h0]) (by simp)
  have hb := imag _ h01
  have hc := imag _ h10
  refine ⟨(M 0 1).im, (M 1 0).im, hb, hc, ?_⟩
  have hdet := h.det_eq_one
  rw [Matrix.det_fin_two] at hdet
  have e : (Complex.normSq (M 1 1) : ℂ) = 1 - ((M 0 1).im : ℂ) * ((M 1 0).im : ℂ) := by
    rw [← Complex.mul_conj]
    linear_combination M 1 1 * h11 + hdet + M 1 0 * hb + ((M 0 1).im : ℂ) * Complex.I * hc
      + ((M 0 1).im : ℂ) * ((M 1 0).im : ℂ) * Complex.I_sq
  exact_mod_cast e
```

## The conservation law

Substituting the conjugated entries and then det M = 1,

r conj(r′) = (−M₁₀/M₁₁)(−M₀₁/M₀₀) = (M₀₀M₁₁ − 1)/(M₀₀M₁₁) = 1 − |t|².

For the determinant,

det S = r r′ − t² = (−M₁₀M₀₁ − 1)/M₁₁² = −M₀₀/M₁₁ = −conj(M₁₁)/M₁₁,

a ratio of two numbers of equal modulus. The proof clears denominators with `field_simp` and finishes with the determinant condition. For a PT-symmetric complex potential with one channel on each side, at a single real energy and with phases referred to the centre of symmetry, these relations can serve as a check on computed amplitudes where unitarity is unavailable.

```lean
/-- Generalized conservation law of PT-symmetric scattering: `r conj(r') = 1 - |t|²`, and the
determinant of the scattering matrix has modulus one. -/
theorem pt_conservation {M : Matrix (Fin 2) (Fin 2) ℂ} (h : IsPTSymmetric M) (hM : M 1 1 ≠ 0) :
    reflL M * conj (reflR M) = 1 - (‖trans M‖ : ℂ) ^ 2 ∧ ‖(scatteringMatrix M).det‖ = 1 := by
  obtain ⟨h11, h01, -⟩ := conj_entries h
  have hdet := h.det_eq_one
  rw [Matrix.det_fin_two] at hdet
  have h0 : M 0 0 ≠ 0 := by
    rw [← h11]
    exact (map_ne_zero _).mpr hM
  constructor
  · have ht : (‖trans M‖ : ℂ) ^ 2 = trans M * conj (trans M) := by
      rw [Complex.mul_conj, Complex.normSq_eq_norm_sq, Complex.ofReal_pow]
    rw [ht]
    simp only [trans, reflL, reflR, map_div₀, map_one, h11, h01]
    field_simp
    linear_combination -hdet
  · -- the determinant is, up to sign, a ratio of conjugate numbers
    have hS : (scatteringMatrix M).det = -(conj (M 1 1)) / M 1 1 := by
      rw [h11, scatteringMatrix, Matrix.det_fin_two_of]
      simp only [trans, reflL, reflR]
      field_simp
      linear_combination hdet
    rw [hS, norm_div, norm_neg, RCLike.norm_conj, div_self (norm_ne_zero_iff.mpr hM)]
```

The scattering matrix inherits the symmetry as P conj(S) P S = 1. The diagonal entries of this product are r conj(r′) + |t|² and its conjugate, both equal to 1. The off-diagonal entries are

t conj(r′) + conj(t) r′ = 0,  conj(t) r + t conj(r) = 0,

which hold because M₀₁ and M₁₀ are imaginary. These are `h1` to `h4` in the proof.

```lean
/-- PT symmetry of the scattering matrix: conjugating `S` and exchanging its channels gives its
inverse. -/
theorem scatteringMatrix_pt {M : Matrix (Fin 2) (Fin 2) ℂ} (h : IsPTSymmetric M)
    (hM : M 1 1 ≠ 0) :
    parity * (scatteringMatrix M).map (starRingEnd ℂ) * parity * scatteringMatrix M = 1 := by
  obtain ⟨h11, h01, h10⟩ := conj_entries h
  have h1 := (pt_conservation h hM).1
  rw [← Complex.ofReal_pow, ← Complex.normSq_eq_norm_sq, ← Complex.mul_conj] at h1
  have h2 := congrArg (starRingEnd ℂ) h1
  simp only [map_mul, map_sub, map_one, Complex.conj_conj] at h2
  have h3 : conj (reflR M) * trans M + conj (trans M) * reflR M = 0 := by
    simp only [trans, reflR, map_div₀, map_one, h11, h01]
    ring
  have h4 : conj (trans M) * reflL M + conj (reflL M) * trans M = 0 := by
    simp only [trans, reflL, map_div₀, map_neg, map_one, h11, h10]
    ring
  have hmap : (scatteringMatrix M).map (starRingEnd ℂ) =
      !![conj (reflL M), conj (trans M); conj (trans M), conj (reflR M)] := by
    ext i j
    fin_cases i <;> fin_cases j <;> rfl
  rw [hmap, parity, scatteringMatrix, Matrix.mul_fin_two, Matrix.mul_fin_two, Matrix.mul_fin_two]
  -- the four entries are the conservation law, its conjugate and two phase relations
  ext i j
  fin_cases i <;> fin_cases j <;> simp
  · linear_combination h1
  · linear_combination h3
  · linear_combination h4
  · linear_combination h2
```

If |t| = 1, the conservation law reads r conj(r′) = 0, so at least one reflection vanishes. Conversely, a vanishing reflection gives |t|² = 1, and |t| = 1 because a modulus is nonnegative.

```lean
/-- The transmission has modulus one exactly when the reflection vanishes from at least one
side. -/
theorem unit_transmission_iff {M : Matrix (Fin 2) (Fin 2) ℂ} (h : IsPTSymmetric M)
    (hM : M 1 1 ≠ 0) : ‖trans M‖ = 1 ↔ reflL M = 0 ∨ reflR M = 0 := by
  have h1 := (pt_conservation h hM).1
  constructor
  · intro ht
    rw [ht] at h1
    simpa using h1
  · intro h0
    have e : (‖trans M‖ : ℂ) ^ 2 = 1 := by
      rcases h0 with h0 | h0 <;> simp only [h0, map_zero, mul_zero, zero_mul] at h1 <;>
        linear_combination h1
    have e' : ‖trans M‖ ^ 2 = 1 := by exact_mod_cast e
    exact (pow_eq_one_iff_of_nonneg (norm_nonneg _) two_ne_zero).mp e'
```

## When the eigenvalues stay on the unit circle

An eigenvalue z of S solves det(S − z) = 0. Put w = M₁₁ z and multiply by M₁₁²:

w² − i(b − c) w + bc − 1 = 0.

The condition |z| = 1 becomes |w|² = 1 − bc. Since r − r′ = −i(b + c)/M₁₁, the inequality |r − r′| ≤ 2|t| becomes (b + c)² ≤ 4.

Assume this inequality and write w = x + iy. The real and imaginary parts are

x² − y² + (b − c) y + bc − 1 = 0,  x(2y − (b − c)) = 0.

If x = 0, the first equation gives (2y − (b − c))² = (b + c)² − 4 ≤ 0. So 2y = b − c in every case, and the first equation turns into x² + y² = 1 − bc.

Now assume that all eigenvalues are unimodular but (b + c)² > 4, and let q = √((b + c)² − 4) > 0. Then w = iy is a root for both y = (b − c ± q)/2, so both values satisfy y² = 1 − bc. Subtracting gives (b − c) q = 0, hence b = c. Then y² = q²/4 = b² − 1 must equal 1 − b², which forces b² = 1 and q = 0, a contradiction.

In the proof, `hphase` translates the inequality, `hchar` the quadratic and `hnorm` the modulus.

```lean
/-- All eigenvalues of the scattering matrix lie on the unit circle exactly when
`|r - r'| ≤ 2 |t|`. -/
theorem unimodular_iff {M : Matrix (Fin 2) (Fin 2) ℂ} (h : IsPTSymmetric M) (hM : M 1 1 ≠ 0) :
    (∀ z : ℂ, (scatteringMatrix M - z • (1 : Matrix (Fin 2) (Fin 2) ℂ)).det = 0 → ‖z‖ = 1) ↔
      ‖reflL M - reflR M‖ ≤ 2 * ‖trans M‖ := by
  obtain ⟨b, c, hb, hc, hN⟩ := real_parameters h
  have hn : 0 < ‖M 1 1‖ := norm_pos_iff.mpr hM
  have hphase : ‖reflL M - reflR M‖ ≤ 2 * ‖trans M‖ ↔ (b + c) ^ 2 ≤ 4 := by
    have e : reflL M - reflR M = -(((b + c : ℝ) : ℂ) * Complex.I) / M 1 1 := by
      simp only [reflL, reflR, hb, hc]
      push_cast
      ring
    rw [e, trans, norm_div, norm_neg, norm_mul, Complex.norm_I, mul_one, Complex.norm_real,
      Real.norm_eq_abs, norm_div, norm_one, mul_one_div, div_le_div_iff_of_pos_right hn, abs_le]
    constructor
    · rintro ⟨h1, h2⟩
      nlinarith
    · intro h1
      constructor <;> nlinarith
  -- eigenvalues rescaled by `M22` solve a quadratic with real parameters
  have hchar : ∀ w : ℂ,
      (scatteringMatrix M - (w / M 1 1) • (1 : Matrix (Fin 2) (Fin 2) ℂ)).det =
        (w ^ 2 - (b - c) * Complex.I * w + b * c - 1) / M 1 1 ^ 2 := by
    intro w
    rw [Matrix.det_fin_two]
    simp [scatteringMatrix, trans, reflL, reflR, hb, hc]
    linear_combination (-(b * c : ℂ) / M 1 1 ^ 2) * Complex.I_sq
  have hnorm : ∀ w : ℂ, ‖w / M 1 1‖ = 1 ↔ Complex.normSq w = 1 - b * c := by
    intro w
    rw [norm_div, div_eq_one_iff_eq hn.ne', ← hN, Complex.normSq_eq_norm_sq,
      Complex.normSq_eq_norm_sq, sq_eq_sq₀ (norm_nonneg _) (norm_nonneg _)]
  rw [hphase]
  constructor
  · intro hz
    by_contra hs
    have hpos : 0 < (b + c) ^ 2 - 4 := by linarith [not_le.mp hs]
    have hy : ∀ y : ℝ, y ^ 2 - (b - c) * y + 1 - b * c = 0 → y ^ 2 = 1 - b * c := by
      intro y e
      have e' : (y : ℂ) ^ 2 - (b - c) * y + 1 - b * c = 0 := by exact_mod_cast e
      have h1 := (hnorm (y * Complex.I)).mp (hz _ (by
        rw [hchar, div_eq_zero_iff]
        left
        linear_combination ((y : ℂ) ^ 2 - (b - c) * y) * Complex.I_sq - e'))
      rw [Complex.normSq_mul, Complex.normSq_ofReal, Complex.normSq_I] at h1
      linear_combination h1
    -- two distinct imaginary roots cannot both have the required modulus
    obtain ⟨q, hq0, hq⟩ : ∃ q : ℝ, 0 < q ∧ q ^ 2 = (b + c) ^ 2 - 4 :=
      ⟨_, Real.sqrt_pos.mpr hpos, Real.sq_sqrt hpos.le⟩
    have hp := hy ((b - c + q) / 2) (by linear_combination hq / 4)
    have hm := hy ((b - c - q) / 2) (by linear_combination hq / 4)
    have hd : (b - c) * q = 0 := by linear_combination hp - hm
    have hd' : b - c = 0 := (mul_eq_zero.mp hd).resolve_right hq0.ne'
    have hbc : b = c := by linarith
    rw [hbc] at hp hq
    nlinarith [mul_pos hq0 hq0]
  · intro hs z hz
    obtain ⟨w, rfl⟩ : ∃ w, z = w / M 1 1 := ⟨z * M 1 1, by field_simp⟩
    rw [hchar, div_eq_zero_iff] at hz
    have hz' := hz.resolve_right (pow_ne_zero 2 hM)
    have hre := congrArg Complex.re hz'
    have him := congrArg Complex.im hz'
    simp [pow_two] at hre him
    have e1 : w.re ^ 2 - w.im ^ 2 + (b - c) * w.im + b * c - 1 = 0 := by
      linear_combination hre
    have e2 : w.re * (2 * w.im - (b - c)) = 0 := by linear_combination him
    have hy : 2 * w.im - (b - c) = 0 := by
      rcases mul_eq_zero.mp e2 with hx | hy
      · rw [hx] at e1
        have hle : (2 * w.im - (b - c)) ^ 2 ≤ 0 := by nlinarith
        exact (pow_eq_zero_iff two_ne_zero).mp (le_antisymm hle (sq_nonneg _))
      · exact hy
    rw [hnorm, Complex.normSq_apply]
    linear_combination e1 + w.im * hy
```

## A scatterer that amplifies from one side

For M = [[3, i], [−8i, 3]] we have b = 1 and c = −8, so 1 − bc = 9 = |M₁₁|². The amplitudes are t = 1/3, r = 8i/3 and r′ = i/3, with r conj(r′) = 8/9 = 1 − |t|². Unit flux from the left returns 65/9 in total, and unit flux from the right only 2/9. Here |r − r′| = 7/3 exceeds 2|t| = 2/3, so the eigenvalues are not all unimodular. The theorem checks the conditions on M entry by entry.

```lean
/-- The transfer matrix `[[3, i], [-8i, 3]]` is PT symmetric with unit determinant and has
`M22 ≠ 0`. -/
theorem isPTSymmetric_witness :
    IsPTSymmetric !![3, Complex.I; -8 * Complex.I, 3] ∧
      (!![3, Complex.I; -8 * Complex.I, 3] : Matrix (Fin 2) (Fin 2) ℂ) 1 1 ≠ 0 := by
  refine ⟨⟨?_, ?_⟩, by simp⟩
  · rw [Matrix.det_fin_two_of]
    linear_combination 8 * Complex.I_sq
  · ext i j
    fin_cases i <;> fin_cases j <;>
      simp [Matrix.mul_apply, Fin.sum_univ_two, Complex.ext_iff] <;> norm_num

end

end PTScattering
```

```lean
#print axioms PTScattering.transfer_iff_scattering
-- 'PTScattering.transfer_iff_scattering' depends on axioms: [propext, Classical.choice, Quot.sound]
#print axioms PTScattering.scatteringMatrix_pt
-- 'PTScattering.scatteringMatrix_pt' depends on axioms: [propext, Classical.choice, Quot.sound]
#print axioms PTScattering.unit_transmission_iff
-- 'PTScattering.unit_transmission_iff' depends on axioms: [propext, Classical.choice, Quot.sound]
#print axioms PTScattering.unimodular_iff
-- 'PTScattering.unimodular_iff' depends on axioms: [propext, Classical.choice, Quot.sound]
```
